# At fixed density, the reduced screening tends to zero from above as the inverse range does

The lemma concerns the reduced screening `l / (2 * kF)`, where `l` is the inverse range of the interaction and `kF` is a fixed positive real number, held constant to express fixed density. It states that as `l` tends to zero through positive values, this ratio also tends to zero through positive values. It is a statement about the ratio alone, and no exchange energy or many-electron state enters it. The attempt gets the limit from continuity of division by a constant, then uses `tendsto_nhdsWithin_iff` to leave one further task, showing that the ratio is positive when `l` is.

This version doesn't compile in Lean 4 with Mathlib:

```lean
import Mathlib

open Real Filter Topology

namespace YukawaExchange

noncomputable section

/-- At fixed density, the reduced screening tends to zero from above with the inverse range. -/
theorem reduced_tendsto {kF : ℝ} (hk : 0 < kF) :
    Tendsto (fun l : ℝ => l / (2 * kF)) (𝓝[>] 0) (𝓝[>] 0) := by
  have hc : Continuous fun l : ℝ => l / (2 * kF) := continuous_id.div_const _
  have h := hc.tendsto 0
  simp only [zero_div] at h
  refine tendsto_nhdsWithin_iff.mpr ⟨h.mono_left nhdsWithin_le_nhds, ?_⟩
  filter_upwards [self_mem_nhdsWithin] with l hl
  exact div_pos hl (by positivity)

end

end YukawaExchange
```

The compiler's answer:

```
Main.lean:17:23: error: failed to synthesize
  Zero ?m.118

Hint: Additional diagnostic information may be available using the `set_option diagnostics true` command.
Main.lean:17:16: error: Application type mismatch: The argument
  hl
has type
  l ∈ Set.Ioi 0
but is expected to have type
  0 < ?m.122
in the application
  div_pos hl
```

What went wrong. Both errors come from `exact div_pos hl (by positivity)`. The goal there is membership of the ratio in `Set.Ioi 0`, and `hl` is likewise a membership, `l ∈ Set.Ioi 0`. Each means a strict inequality by definition, but `div_pos` is stated with `0 < _`, and Lean did not use the goal to settle which numbers, or even which type, it was about. The second message shows the result: `hl` is checked against `0 < ?m.122`, whose right side is still unknown, and is rejected. The first is the same gap seen by `positivity`, which was run on a type not yet determined and so could find no `Zero` instance for it.

The repair writes the inequalities out. `hl'` restates `hl` as `(0 : ℝ) < l`, which Lean accepts by unfolding the membership. `hq` states that the ratio is positive, with every term known, so `positivity` can prove it from `hl'` and `hk`. `exact hq` then closes the goal, since membership in `Set.Ioi 0` unfolds to just that inequality.

Fix (accepted with no message):

```diff
@@ -15,5 +15,7 @@
   refine tendsto_nhdsWithin_iff.mpr ⟨h.mono_left nhdsWithin_le_nhds, ?_⟩
   filter_upwards [self_mem_nhdsWithin] with l hl
-  exact div_pos hl (by positivity)
+  have hl' : (0 : ℝ) < l := hl
+  have hq : 0 < l / (2 * kF) := by positivity
+  exact hq
 
 end
```
